# Contribution of a field potential $\mathbf E\cdot\mathbf r$ to ultrasoft coefficients: $(\mathbf E\cdot\mathbf a)/\sqrt3$ times a radial moment for s–p, zero for s–s and p–p

## An atom with augmentation charge in a uniform field

Place an atom described by an ultrasoft pseudopotential in a uniform electric field. Its smooth pseudo-orbitals lack part of the true charge near the nucleus, and augmentation functions $Q_{ij}$ restore it inside a sphere of radius $R$. The field acts on this charge too. The coefficients of the nonlocal operator $\sum_{ij}|\beta_i\rangle D_{ij}\langle\beta_j|$, with projectors $\beta_i$, therefore acquire the contribution

$$
D^{\rm ind}_{ij}=\int V(\mathbf r)\,Q_{ij}(\mathbf r)\,d^3r .
$$

Which pairs of s and p channels does the field couple, and how strongly?

Let the nucleus be at the origin, and let $\mathbf n(\theta,\varphi)$ be the unit vector with polar angle $\theta$ and azimuth $\varphi$. The potential energy is $V=r\,\mathbf E\cdot\mathbf n$. The vector $\mathbf E$ is thus the gradient of the potential energy: for an electron of charge $-e$ it is $e$ times the electric field. The augmentation function is

$$
Q=\frac{w(r)\,Y\,Y'}{r^2},
$$

where $w$ is a radial function and $Y,Y'$ are the real harmonics of the two channels,

$$
Y_s=\frac1{\sqrt{4\pi}},\qquad Y_{\mathbf a}=\sqrt{\frac3{4\pi}}\;\mathbf a\cdot\mathbf n .
$$

A unit vector $\mathbf a$ along z gives $p_z$, and one along x gives $p_x$.

## The coefficients and their Lean form

For $R\ge 0$, $w$ continuous on $[0,R]$ and any vectors $\mathbf E,\mathbf a,\mathbf b$, the theorem `induced_coefficients` states four things:

- The integral $\int_0^R r\,w(r)\,dr$ converges.
- The coefficient between s and the p function with axis $\mathbf a$ is $\dfrac{\mathbf E\cdot\mathbf a}{\sqrt3}\displaystyle\int_0^R r\,w(r)\,dr$.
- The s–s coefficient is zero.
- The coefficient between the p functions with axes $\mathbf a$ and $\mathbf b$ is zero.

The theorem `z_field_coefficients` specialises this to a field along z, $\mathbf E=(0,0,E)$. The s–$p_z$ coefficient is then $(E/\sqrt3)\int_0^R r\,w\,dr$, and the s–s, $p_z$–$p_z$ and s–$p_x$ coefficients vanish.

In Lean, vectors are functions `Fin 3 → ℝ`, with components numbered 0, 1, 2 for x, y, z, and `⬝ᵥ` is the dot product. The unit vector $\mathbf n$ is `direction θ φ`, the harmonics are `Ys` and `Yp a`, and $V$ and $Q$ are `fieldPotential` and `augmentation`. The axis `a` may have any length; `Yp a` is a normalised harmonic when that length is one. The coefficient `inducedD` is defined as an iterated integral in spherical coordinates, over $\varphi$ first, then $\theta$, then $r$, with the Jacobian $r^2\sin\theta$ written out. Its identification with the volume integral above is the usual change of variables, which the file takes as the definition.

If $Q$ is the plain difference between the product of two true orbitals and the product of their smooth counterparts, then $w$ is $r^2$ times the same difference for the radial parts. The theorem leaves $w$ arbitrary, so each pair of channels may have its own radial function. Within a pair, however, one $w$ multiplies the whole product $YY'$, so radial functions that differ between the angular momentum components of a p–p product are not covered. The potential is zero at the nucleus. An added constant would contribute that constant times the integral of $Q$, and this need not vanish for s–s or p–p.

For a code that adds an external field to the potential, the s–$p_z$ formula supplies a reference value for the field's contribution to one coefficient $D_{ij}$, in the model of a single centred sphere, a strictly uniform field and no response of the electrons.

## Derivation by separation and parity

**Radial part.** The Jacobian cancels the denominator of $Q$:

$$
V\,Q\,r^2\sin\theta = r\,w(r)\;(\mathbf E\cdot\mathbf n)\,Y\,Y'\sin\theta .
$$

The coefficient is therefore the radial moment $\int_0^R r\,w\,dr$ times an angular integral. The moment converges because $r\,w(r)$ is continuous on $[0,R]$.

**Angular integral for s–p.** In components,

$$
\mathbf E\cdot\mathbf n=E_0\sin\theta\cos\varphi+E_1\sin\theta\sin\varphi+E_2\cos\theta ,
$$

and likewise for $\mathbf a$. Over a full turn, $\cos^2\varphi$ and $\sin^2\varphi$ each integrate to $\pi$, the constant 1 integrates to $2\pi$, and $\sin\varphi$, $\cos\varphi$ and $\sin\varphi\cos\varphi$ integrate to zero. Hence

$$
\int_0^{2\pi}(\mathbf E\cdot\mathbf n)(\mathbf a\cdot\mathbf n)\,d\varphi
=\pi\sin^2\theta\,(E_0a_0+E_1a_1)+2\pi\cos^2\theta\,E_2a_2 .
$$

Now multiply by $\sin\theta$ and integrate over $\theta$. The two integrals needed are

$$
\int_0^\pi\sin^3\theta\,d\theta=\Big[\tfrac13\cos^3\theta-\cos\theta\Big]_0^\pi=\frac43,\qquad
\int_0^\pi\cos^2\theta\sin\theta\,d\theta=\Big[-\tfrac13\cos^3\theta\Big]_0^\pi=\frac23 .
$$

All three components receive the same weight, and the result is $\frac{4\pi}{3}\,\mathbf E\cdot\mathbf a$.

**Normalisation.** The constants of the two harmonics multiply to

$$
\frac1{\sqrt{4\pi}}\sqrt{\frac3{4\pi}}=\frac{\sqrt3}{4\pi},
\qquad\text{and}\qquad
\frac{\sqrt3}{4\pi}\cdot\frac{4\pi}3=\frac1{\sqrt3}.
$$

This gives the s–p coefficient. For a field along z, $\mathbf E\cdot\mathbf a$ equals $E$ for $p_z$ and zero for $p_x$.

**Parity for s–s and p–p.** Here $YY'$ is unchanged under $\mathbf n\to-\mathbf n$, while $\mathbf E\cdot\mathbf n$ changes sign. In angles, this inversion is $\theta\to\pi-\theta$, $\varphi\to\varphi+\pi$, which leaves $\sin\theta$ unchanged. The shifted range of $\varphi$ is still one full period, so the substitution turns the angular integral $I$ into $-I$. Hence $I=0$.

The three zeros for a field along z thus have two different origins: s–s and $p_z$–$p_z$ vanish by parity, whereas s–$p_x$ vanishes because the axis is perpendicular to the field.

## The complete Lean file

```lean
import Mathlib

open Matrix MeasureTheory
open scoped Real

namespace UltrasoftFieldCoefficients

noncomputable section

/-- The unit vector with polar angle `θ` and azimuth `φ`. -/
def direction (θ φ : ℝ) : Fin 3 → ℝ :=
  ![Real.sin θ * Real.cos φ, Real.sin θ * Real.sin φ, Real.cos θ]

/-- The s harmonic `Y00 = 1/√(4π)`. -/
def Ys (_θ _φ : ℝ) : ℝ := 1 / √(4 * π)

/-- The real p harmonic `√(3/(4π)) a·n` with axis vector `a`. -/
def Yp (a : Fin 3 → ℝ) (θ φ : ℝ) : ℝ := √(3 / (4 * π)) * (a ⬝ᵥ direction θ φ)

/-- The potential energy `r E·n` in a uniform field; its gradient is the vector `E`. -/
def fieldPotential (E : Fin 3 → ℝ) (r θ φ : ℝ) : ℝ := r * (E ⬝ᵥ direction θ φ)

/-- The augmentation function `w(r) Y Y' / r²`, for `r ≠ 0`. -/
def augmentation (w : ℝ → ℝ) (Y Y' : ℝ → ℝ → ℝ) (r θ φ : ℝ) : ℝ :=
  w r * Y θ φ * Y' θ φ / r ^ 2

/-- The induced coefficient: the integral of potential times augmentation function over the
ball of radius `R`, in spherical coordinates. -/
def inducedD (R : ℝ) (E : Fin 3 → ℝ) (w : ℝ → ℝ) (Y Y' : ℝ → ℝ → ℝ) : ℝ :=
  ∫ r in (0 : ℝ)..R, ∫ θ in (0 : ℝ)..π, ∫ φ in (0 : ℝ)..(2 * π),
    fieldPotential E r θ φ * augmentation w Y Y' r θ φ * (r ^ 2 * Real.sin θ)

/-- The component of a vector along the direction `(θ, φ)`, in spherical coordinates. -/
theorem dot_direction (E : Fin 3 → ℝ) (θ φ : ℝ) :
    E ⬝ᵥ direction θ φ =
      E 0 * Real.sin θ * Real.cos φ + E 1 * Real.sin θ * Real.sin φ + E 2 * Real.cos θ := by
  simp [dotProduct, direction, Fin.sum_univ_three]
  ring

/-- The induced coefficient is the first radial moment of `w` times an angular integral. -/
theorem radial_separation (R : ℝ) (E : Fin 3 → ℝ) (w : ℝ → ℝ) (Y Y' : ℝ → ℝ → ℝ) :
    inducedD R E w Y Y' = (∫ r in (0 : ℝ)..R, r * w r) *
      ∫ θ in (0 : ℝ)..π, ∫ φ in (0 : ℝ)..(2 * π),
        (E ⬝ᵥ direction θ φ) * Y θ φ * Y' θ φ * Real.sin θ := by
  -- the Jacobian cancels the denominator; at the origin the potential vanishes
  have h : ∀ r θ φ, fieldPotential E r θ φ * augmentation w Y Y' r θ φ *
      (r ^ 2 * Real.sin θ) =
      (r * w r) * ((E ⬝ᵥ direction θ φ) * Y θ φ * Y' θ φ * Real.sin θ) := by
    intro r θ φ
    by_cases hr : r = 0
    · simp [hr, fieldPotential]
    · have h2 : r ^ 2 * (r ^ 2)⁻¹ = 1 := mul_inv_cancel₀ (pow_ne_zero 2 hr)
      simp only [fieldPotential, augmentation, div_eq_mul_inv]
      linear_combination
        (r * w r * ((E ⬝ᵥ direction θ φ) * Y θ φ * Y' θ φ * Real.sin θ)) * h2
  simp only [inducedD, h, intervalIntegral.integral_const_mul,
    intervalIntegral.integral_mul_const]

/-- Integral over a full turn of the product of two first-order trigonometric polynomials. -/
theorem azimuthal_integral (p q u p' q' u' : ℝ) :
    ∫ φ in (0 : ℝ)..(2 * π), (p * Real.cos φ + q * Real.sin φ + u) *
      (p' * Real.cos φ + q' * Real.sin φ + u') =
      π * (p * p' + q * q') + 2 * π * (u * u') := by
  have h : ∀ φ : ℝ, HasDerivAt (fun x : ℝ =>
      p * p' / 2 * (x + Real.sin x * Real.cos x) + q * q' / 2 * (x - Real.sin x * Real.cos x)
      + (p * q' + q * p') / 2 * (Real.sin x * Real.sin x) + (p * u' + u * p') * Real.sin x
      - (q * u' + u * q') * Real.cos x + u * u' * x)
      ((p * Real.cos φ + q * Real.sin φ + u) * (p' * Real.cos φ + q' * Real.sin φ + u')) φ := by
    intro φ
    have hs := Real.hasDerivAt_sin φ
    have hc := Real.hasDerivAt_cos φ
    have hi := hasDerivAt_id' φ
    refine ((((((hi.fun_add (hs.fun_mul hc)).const_mul (p * p' / 2)).fun_add
      ((hi.fun_sub (hs.fun_mul hc)).const_mul (q * q' / 2))).fun_add
      ((hs.fun_mul hs).const_mul ((p * q' + q * p') / 2))).fun_add
      (hs.const_mul (p * u' + u * p'))).fun_sub
      (hc.const_mul (q * u' + u * q'))).fun_add (hi.const_mul (u * u')) |>.congr_deriv ?_
    linear_combination (-(p * p' + q * q') / 2) * Real.sin_sq_add_cos_sq φ
  rw [intervalIntegral.integral_eq_sub_of_hasDerivAt (fun φ _ => h φ)
    (Continuous.intervalIntegrable (by fun_prop) _ _)]
  simp only [Real.sin_two_pi, Real.cos_two_pi, Real.sin_zero, Real.cos_zero]
  ring

/-- The integral of `(E·n)(a·n)` over all directions is `(4π/3) E·a`. -/
theorem second_moment (E a : Fin 3 → ℝ) :
    ∫ θ in (0 : ℝ)..π, ∫ φ in (0 : ℝ)..(2 * π),
      (E ⬝ᵥ direction θ φ) * (a ⬝ᵥ direction θ φ) * Real.sin θ =
      4 * π / 3 * (E ⬝ᵥ a) := by
  simp only [dot_direction, intervalIntegral.integral_mul_const, azimuthal_integral]
  have h : ∀ θ : ℝ, HasDerivAt (fun x : ℝ =>
      (π * (E 0 * a 0 + E 1 * a 1) / 3 - 2 * π * (E 2 * a 2) / 3) *
        (Real.cos x * Real.cos x * Real.cos x) - π * (E 0 * a 0 + E 1 * a 1) * Real.cos x)
      ((π * (E 0 * Real.sin θ * (a 0 * Real.sin θ) + E 1 * Real.sin θ * (a 1 * Real.sin θ))
        + 2 * π * (E 2 * Real.cos θ * (a 2 * Real.cos θ))) * Real.sin θ) θ := by
    intro θ
    have hc := Real.hasDerivAt_cos θ
    refine (((hc.fun_mul hc).fun_mul hc).const_mul _).fun_sub (hc.const_mul _)
      |>.congr_deriv ?_
    linear_combination
      (-(π * (E 0 * a 0 + E 1 * a 1) * Real.sin θ)) * Real.sin_sq_add_cos_sq θ
  rw [intervalIntegral.integral_eq_sub_of_hasDerivAt (fun θ _ => h θ)
    (Continuous.intervalIntegrable (by fun_prop) _ _)]
  simp only [Real.cos_pi, Real.cos_zero, dotProduct, Fin.sum_univ_three]
  ring

/-- The integral over all directions of `E·n` times the even function `c + (a·n)(b·n)`
vanishes. -/
theorem odd_moment (E a b : Fin 3 → ℝ) (c : ℝ) :
    ∫ θ in (0 : ℝ)..π, ∫ φ in (0 : ℝ)..(2 * π), (E ⬝ᵥ direction θ φ) *
      (c + (a ⬝ᵥ direction θ φ) * (b ⬝ᵥ direction θ φ)) * Real.sin θ = 0 := by
  -- a function that changes sign under the antipodal map integrates to zero
  have key : ∀ F : ℝ → ℝ → ℝ, (∀ θ, Function.Periodic (F θ) (2 * π)) →
      (∀ θ φ, F (π - θ) (φ + π) = -F θ φ) →
      ∫ θ in (0 : ℝ)..π, ∫ φ in (0 : ℝ)..(2 * π), F θ φ = 0 := by
    intro F per odd
    have hG : ∀ θ, ∫ φ in (0 : ℝ)..(2 * π), F (π - θ) φ =
        -∫ φ in (0 : ℝ)..(2 * π), F θ φ := by
      intro θ
      have h1 := (per (π - θ)).intervalIntegral_add_eq 0 π
      have h2 := intervalIntegral.integral_comp_add_right (a := 0) (b := 2 * π)
        (F (π - θ)) π
      simp only [odd, intervalIntegral.integral_neg] at h2
      rw [zero_add, add_comm (2 * π) π] at h2
      rw [zero_add] at h1
      rw [h1, h2]
    have h := intervalIntegral.integral_comp_sub_left (a := 0) (b := π)
      (fun θ => ∫ φ in (0 : ℝ)..(2 * π), F θ φ) π
    simp only [hG, intervalIntegral.integral_neg, sub_self, sub_zero] at h
    linarith
  have hp : ∀ θ φ, direction θ (φ + 2 * π) = direction θ φ := by
    intro θ φ
    simp [direction]
  have hn : ∀ θ φ, direction (π - θ) (φ + π) = -direction θ φ := by
    intro θ φ
    ext i
    fin_cases i <;> simp [direction]
  apply key
  · intro θ φ
    simp only [hp]
  · intro θ φ
    simp only [hn, dotProduct_neg, Real.sin_pi_sub]
    ring

/-- For `w` continuous on `[0,R]` the first radial moment converges, the s-p coefficient is
`(E·a)/√3` times this moment, and the s-s and p-p coefficients vanish. -/
theorem induced_coefficients {R : ℝ} (hR : 0 ≤ R) {w : ℝ → ℝ}
    (hw : ContinuousOn w (Set.Icc 0 R)) (E a b : Fin 3 → ℝ) :
    IntervalIntegrable (fun r => r * w r) volume 0 R ∧
    inducedD R E w Ys (Yp a) = (E ⬝ᵥ a) / √3 * ∫ r in (0 : ℝ)..R, r * w r ∧
    inducedD R E w Ys Ys = 0 ∧
    inducedD R E w (Yp a) (Yp b) = 0 := by
  refine ⟨?_, ?_, ?_, ?_⟩
  · apply ContinuousOn.intervalIntegrable
    rw [Set.uIcc_of_le hR]
    exact continuousOn_id.mul hw
  · -- product of the two normalisation constants
    have hk : 1 / √(4 * π) * √(3 / (4 * π)) = √3 / (4 * π) := by
      rw [Real.sqrt_div (by norm_num : (0 : ℝ) ≤ 3), div_mul_div_comm, one_mul,
        Real.mul_self_sqrt (by positivity)]
    have e : ∀ θ φ, (E ⬝ᵥ direction θ φ) * Ys θ φ * Yp a θ φ * Real.sin θ =
        √3 / (4 * π) * ((E ⬝ᵥ direction θ φ) * (a ⬝ᵥ direction θ φ) * Real.sin θ) := by
      intro θ φ
      rw [← hk]
      simp only [Ys, Yp]
      ring
    have hc : √3 / (4 * π) * (4 * π / 3 * (E ⬝ᵥ a)) = (E ⬝ᵥ a) / √3 := by
      have h3 : √3 * √3 = (3 : ℝ) := Real.mul_self_sqrt (by norm_num)
      have hpi : π * π⁻¹ = 1 := mul_inv_cancel₀ Real.pi_ne_zero
      rw [eq_div_iff (by positivity : √(3 : ℝ) ≠ 0)]
      linear_combination ((E ⬝ᵥ a) / 3 * (√3 * √3)) * hpi + (E ⬝ᵥ a) / 3 * h3
    rw [radial_separation]
    simp only [e, intervalIntegral.integral_const_mul]
    rw [second_moment, hc, mul_comm]
  · have e : ∀ θ φ, (E ⬝ᵥ direction θ φ) * Ys θ φ * Ys θ φ * Real.sin θ =
        (E ⬝ᵥ direction θ φ) * (1 / √(4 * π) * (1 / √(4 * π)) +
          ((0 : Fin 3 → ℝ) ⬝ᵥ direction θ φ) * ((0 : Fin 3 → ℝ) ⬝ᵥ direction θ φ)) *
          Real.sin θ := by
      intro θ φ
      simp only [Ys, zero_dotProduct]
      ring
    rw [radial_separation]
    simp only [e]
    rw [odd_moment, mul_zero]
  · have e : ∀ θ φ, (E ⬝ᵥ direction θ φ) * Yp a θ φ * Yp b θ φ * Real.sin θ =
        (E ⬝ᵥ direction θ φ) * (0 + (((√(3 / (4 * π)) * √(3 / (4 * π))) • a) ⬝ᵥ
          direction θ φ) * (b ⬝ᵥ direction θ φ)) * Real.sin θ := by
      intro θ φ
      simp only [Yp, smul_dotProduct, smul_eq_mul]
      ring
    rw [radial_separation]
    simp only [e]
    rw [odd_moment, mul_zero]

/-- For a field along z the potential is `E r cos θ`; the p harmonics with axes z and x are
`√(3/(4π)) cos θ` and `√(3/(4π)) sin θ cos φ`. -/
theorem z_field_formulas (E r θ φ : ℝ) :
    fieldPotential ![0, 0, E] r θ φ = E * r * Real.cos θ ∧
    Yp ![0, 0, 1] θ φ = √(3 / (4 * π)) * Real.cos θ ∧
    Yp ![1, 0, 0] θ φ = √(3 / (4 * π)) * (Real.sin θ * Real.cos φ) := by
  refine ⟨?_, ?_, ?_⟩
  · simp only [fieldPotential, dot_direction]
    simp
    ring
  · simp only [Yp, dot_direction]
    simp
  · simp only [Yp, dot_direction]
    simp

/-- For a field along z and `w` continuous on `[0,R]`, the s-pz coefficient is `E/√3` times
the integral of `r w`, and the s-s, pz-pz and s-px coefficients vanish. -/
theorem z_field_coefficients {R : ℝ} (hR : 0 ≤ R) {w : ℝ → ℝ}
    (hw : ContinuousOn w (Set.Icc 0 R)) (E : ℝ) :
    inducedD R ![0, 0, E] w Ys (Yp ![0, 0, 1]) = E / √3 * ∫ r in (0 : ℝ)..R, r * w r ∧
    inducedD R ![0, 0, E] w Ys Ys = 0 ∧
    inducedD R ![0, 0, E] w (Yp ![0, 0, 1]) (Yp ![0, 0, 1]) = 0 ∧
    inducedD R ![0, 0, E] w Ys (Yp ![1, 0, 0]) = 0 := by
  have hz : (![0, 0, E] : Fin 3 → ℝ) ⬝ᵥ ![0, 0, 1] = E := by
    simp [dotProduct, Fin.sum_univ_three]
  have hx : (![0, 0, E] : Fin 3 → ℝ) ⬝ᵥ ![1, 0, 0] = 0 := by
    simp [dotProduct, Fin.sum_univ_three]
  obtain ⟨_, h1, h2, h3⟩ := induced_coefficients hR hw ![0, 0, E] ![0, 0, 1] ![0, 0, 1]
  obtain ⟨_, h4, _, _⟩ := induced_coefficients hR hw ![0, 0, E] ![1, 0, 0] ![0, 0, 1]
  rw [hz] at h1
  rw [hx, zero_div, zero_mul] at h4
  exact ⟨h1, h2, h3, h4⟩

end

end UltrasoftFieldCoefficients
```

```lean
#print axioms UltrasoftFieldCoefficients.z_field_formulas
#print axioms UltrasoftFieldCoefficients.z_field_coefficients
```

```
'UltrasoftFieldCoefficients.z_field_formulas' depends on axioms: [propext, Classical.choice, Quot.sound]
'UltrasoftFieldCoefficients.z_field_coefficients' depends on axioms: [propext, Classical.choice, Quot.sound]
```

## From the integrals to the Lean proof

`radial_separation` carries out the first step. It proves the pointwise identity of the integrands and then moves the constant factors out of the integrals. The case $r=0$ is treated separately: Lean gives the quotient in $Q$ the value zero there, but the factor $r$ in the potential makes the integrand vanish in any case.

`azimuthal_integral` integrates the product of two expressions of the form $p\cos\varphi+q\sin\varphi+u$. The proof supplies an explicit antiderivative, checks its derivative with the help of $\sin^2\varphi+\cos^2\varphi=1$, and applies the fundamental theorem of calculus through `intervalIntegral.integral_eq_sub_of_hasDerivAt`. After `dot_direction` has written the dot products in components, `second_moment` uses this result for the inner integral. It treats the $\theta$ integral in the same way, with an antiderivative built from $\cos^3\theta$ and $\cos\theta$, and obtains $\frac{4\pi}{3}\,\mathbf E\cdot\mathbf a$.

`odd_moment` contains the parity argument, for $\mathbf E\cdot\mathbf n$ times any function $c+(\mathbf a\cdot\mathbf n)(\mathbf b\cdot\mathbf n)$. Its inner claim `key` concerns a general function that is periodic in $\varphi$ and odd under the inversion. The step `hG` shifts $\varphi$ by $\pi$ and uses periodicity to show that the inner integral at $\pi-\theta$ is minus the one at $\theta$. Substituting $\theta\to\pi-\theta$ in the outer integral then gives $I=-I$, and `linarith` concludes. The facts `hp` and `hn` establish the periodicity of `direction` and its change of sign.

In `induced_coefficients`, continuity of $w$ yields the convergence of the moment. For s–p, `hk` combines the normalisation constants and `hc` reduces the prefactor to $1/\sqrt3$. Both zeros come from `odd_moment`: s–s takes $c=1/(4\pi)$ with both axis vectors zero, while p–p takes $c=0$ and absorbs the factor $3/(4\pi)$ into the first axis.

For a field along z, `z_field_formulas` confirms that the vector definitions reproduce $V=Er\cos\theta$, $\sqrt{3/(4\pi)}\cos\theta$ for $p_z$ and $\sqrt{3/(4\pi)}\sin\theta\cos\varphi$ for $p_x$. `z_field_coefficients` then evaluates the two dot products and applies the general theorem once with the z axis and once with the x axis.
